# The norm of a fermion creation operator equals the norm of its orbital

For finitely many fermionic modes, the operator that creates a particle in an orbital has exactly the Euclidean norm of the orbital's coefficient vector. This holds in every nontrivial complex star algebra whose norm satisfies the C\*-identity, provided that the modes obey the canonical anticommutation relations (CAR).

## Modes, orbitals and the smeared operator

In the molecular-orbital picture, an electron usually occupies a combination of basis functions rather than a single one, and one wants to know what the CAR of the basis modes imply for that combination.

```lean
import Mathlib

open Matrix

namespace SmearedFermionOperators
```

Let $p$ run over a finite index set, let $a_p$ annihilate a particle in mode $p$, and let $*$ denote the adjoint. The CAR are

$$a_pa_q+a_qa_p=0,\qquad a_pa_q^*+a_q^*a_p=\delta_{pq}1 .$$

They express fermionic antisymmetry and the orthonormality of the modes. In Lean they form the predicate `IsCAR a` on a family `a : ι → A`.

```lean
/-- The canonical anticommutation relations for annihilation operators `a p`, whose
creation operators are the adjoints `star (a p)`. -/
structure IsCAR {ι A : Type*} [DecidableEq ι] [Ring A] [StarRing A] (a : ι → A) : Prop where
  anti : ∀ p q, a p * a q + a q * a p = 0
  mixed : ∀ p q, a p * star (a q) + star (a q) * a p = if p = q then 1 else 0
```

An orbital is a coefficient vector $f$ in `EuclideanSpace ℂ ι`, with $\|f\|^2=\sum_p|f_p|^2$, not necessarily normalised. Its creation operator, also called a smeared creation operator, is

$$c(f)=\sum_p f_p\,a_p^* .$$

Elsewhere this operator is often written $a^\dagger(f)$, and the letter $c$ often denotes an annihilator; here $c(f)$, in Lean `create a f`, creates.

```lean
/-- The operator `c(f) = ∑ p, f p • star (a p)`. When the `a p` are fermionic annihilation
operators, it is the creation operator of the orbital `f`. -/
def create {ι A : Type*} [Fintype ι] [Ring A] [StarRing A] [Algebra ℂ A]
    (a : ι → A) (f : EuclideanSpace ℂ ι) : A :=
  ∑ p, f p • star (a p)
```

The algebra is abstract and no Hamiltonian enters. To apply the results to electrons, one must identify the $a_p$ with the ladder operators of an orthonormal spin-orbital set on Fock space; the hypotheses leave that step to the user.

## (a) Creators of two orbitals

**Task.** Show that for all orbitals $f$ and $g$

$$c(f)c(g)+c(g)c(f)=0 .$$

**Solution.** The adjoint of $a_qa_p+a_pa_q=0$ is $a_p^*a_q^*+a_q^*a_p^*=0$. Expand both products and name the indices so that $p$ belongs to $f$ and $q$ to $g$:

$$c(f)c(g)+c(g)c(f)=\sum_{p,q}f_pg_q\,(a_p^*a_q^*+a_q^*a_p^*)=0 .$$

In Lean, `key` is the adjoint relation, `Finset.sum_mul_sum` expands the products, and `Finset.sum_comm` exchanges the two sums in the second one. No norm on the algebra is needed up to and including part (d).

```lean
section Algebraic

variable {ι A : Type*} [Fintype ι] [DecidableEq ι] [Ring A] [StarRing A] [Algebra ℂ A]

/-- Under the CAR, the creation operators of any two orbitals anticommute. -/
theorem create_anticommute {a : ι → A} (h : IsCAR a) (f g : EuclideanSpace ℂ ι) :
    create a f * create a g + create a g * create a f = 0 := by
  -- the adjoint of the relation between annihilation operators
  have key : ∀ p q, star (a p) * star (a q) + star (a q) * star (a p) = 0 := by
    intro p q
    have h1 := congrArg star (h.anti q p)
    simpa only [star_add, star_mul, star_zero] using h1
  calc create a f * create a g + create a g * create a f
      = ∑ p, ∑ q, (f p * g q) •
          (star (a p) * star (a q) + star (a q) * star (a p)) := by
        simp only [create, smul_add, Finset.sum_add_distrib]
        congr 1
        · simp only [Finset.sum_mul_sum, smul_mul_smul_comm]
        · rw [Finset.sum_mul_sum, Finset.sum_comm]
          refine Finset.sum_congr rfl fun p _ => Finset.sum_congr rfl fun q _ => ?_
          rw [smul_mul_smul_comm, mul_comm (g q)]
    _ = 0 := by simp only [key, smul_zero, Finset.sum_const_zero]
```

## (b) The same orbital twice

**Task.** Show that no orbital can be filled twice:

$$c(f)^2=0 .$$

**Solution.** Put $g=f$ in (a). Then $2c(f)^2=0$, and dividing by 2 is allowed in a complex algebra. This is the Pauli principle for any combination of modes, not only for the basis modes. The tactic `module` verifies the factor one half.

```lean
/-- Pauli principle for an arbitrary orbital: under the CAR, `c(f)² = 0`. -/
theorem create_sq {a : ι → A} (h : IsCAR a) (f : EuclideanSpace ℂ ι) :
    create a f ^ 2 = 0 := by
  calc create a f ^ 2
      = (1 / 2 : ℂ) • (create a f * create a f + create a f * create a f) := by
        rw [pow_two]
        module
    _ = 0 := by rw [create_anticommute h f f, smul_zero]
```

## (c) Annihilator of one orbital, creator of another

**Task.** With the inner product $\langle f,g\rangle=\sum_p\overline{f_p}\,g_p$, show that

$$c(f)^*c(g)+c(g)c(f)^*=\langle f,g\rangle\,1 .$$

**Solution.** The adjoint conjugates the coefficients, so $c(f)^*=\sum_p\overline{f_p}\,a_p$. Hence

$$c(f)^*c(g)+c(g)c(f)^*=\sum_{p,q}\overline{f_p}\,g_q\,(a_pa_q^*+a_q^*a_p)=\sum_{p,q}\overline{f_p}\,g_q\,\delta_{pq}1=\langle f,g\rangle 1 .$$

The conjugation rule is the new assumption `StarModule ℂ A`. Mathlib's `inner ℂ f g` is conjugate-linear in the first argument, as in physics. The `calc` block follows the three equalities, and `h.mixed` supplies the Kronecker delta.

```lean
variable [StarModule ℂ A]

/-- Under the CAR, the anticommutator of the annihilator of `f` with the creator of `g`
is the overlap `⟨f, g⟩` times the identity. -/
theorem annihilate_create_anticommutator {a : ι → A} (h : IsCAR a)
    (f g : EuclideanSpace ℂ ι) :
    star (create a f) * create a g + create a g * star (create a f)
      = inner ℂ f g • (1 : A) := by
  have hs : star (create a f) = ∑ p, star (f p) • a p := by
    simp only [create, star_sum, star_smul, star_star]
  calc star (create a f) * create a g + create a g * star (create a f)
      = ∑ p, ∑ q, (star (f p) * g q) • (a p * star (a q) + star (a q) * a p) := by
        rw [hs]
        simp only [create, smul_add, Finset.sum_add_distrib]
        congr 1
        · simp only [Finset.sum_mul_sum, smul_mul_smul_comm]
        · rw [Finset.sum_mul_sum, Finset.sum_comm]
          refine Finset.sum_congr rfl fun p _ => Finset.sum_congr rfl fun q _ => ?_
          rw [smul_mul_smul_comm, mul_comm (g q)]
    _ = ∑ p, (star (f p) * g p) • (1 : A) := by
        simp only [h.mixed, smul_ite, smul_zero, Finset.sum_ite_eq, Finset.mem_univ, if_true]
    _ = inner ℂ f g • (1 : A) := by
        rw [← Finset.sum_smul, PiLp.inner_apply]
        congr 1
        refine Finset.sum_congr rfl fun p _ => ?_
        simp [RCLike.inner_apply, mul_comm]
```

## (d) The occupation operator

**Task.** Let $n=c(f)c(f)^*$. Show that

$$n^2=\|f\|^2\,n .$$

**Solution.** Write $c$ for $c(f)$. Part (c) with $g=f$ gives $c^*c=\|f\|^2 1-cc^*$. Insert this in the middle of $n^2$ and use (b):

$$n^2=c\,(c^*c)\,c^*=\|f\|^2cc^*-c^2(c^*)^2=\|f\|^2n .$$

For a normalised orbital this reads $n^2=n$: the self-adjoint operator $n$ is a projection, with occupation 0 or 1 as its only possible values. In the proof, `h2` is the rearranged anticommutator and `h3` is $c^2=0$. The `generalize` step replaces `create a f` by a letter, which leaves pure noncommutative algebra.

```lean
/-- Under the CAR, the occupation operator `n = c(f) c(f)*` of an orbital satisfies
`n² = ‖f‖² n`. -/
theorem occupation_sq {a : ι → A} (h : IsCAR a) (f : EuclideanSpace ℂ ι) :
    (create a f * star (create a f)) * (create a f * star (create a f))
      = ((‖f‖ : ℂ) ^ 2) • (create a f * star (create a f)) := by
  have e : inner ℂ f f = (‖f‖ : ℂ) ^ 2 := inner_self_eq_norm_sq_to_K f
  have h1 := annihilate_create_anticommutator h f f
  rw [e] at h1
  have h2 := eq_sub_of_add_eq h1
  have h3 := create_sq h f
  rw [pow_two] at h3
  generalize create a f = c at *
  calc (c * star c) * (c * star c) = c * (star c * c) * star c := by
        simp only [mul_assoc]
    _ = ((‖f‖ : ℂ) ^ 2) • (c * star c) - (c * c) * (star c * star c) := by
        rw [h2, mul_sub, sub_mul, mul_smul_comm, mul_one, smul_mul_assoc]
        simp only [mul_assoc]
    _ = ((‖f‖ : ℂ) ^ 2) • (c * star c) := by rw [h3, zero_mul, sub_zero]

end Algebraic
```

## (e) The size of the creator

**Task.** Let the algebra be nontrivial, with a norm satisfying $\|xx^*\|=\|x\|^2$. Show that

$$\|c(f)\|=\|f\| .$$

**Solution.** Since $n$ is self-adjoint, the C\*-identity gives $\|n^2\|=\|n\|^2$. It also gives $\|n\|=\|c(f)\|^2$. Taking norms in (d) therefore yields

$$\|f\|^2\,\|c(f)\|^2=\|c(f)\|^4 .$$

If $c(f)\neq0$, cancel $\|c(f)\|^2$ and take the nonnegative square root. If $c(f)=0$, part (c) gives $\|f\|^2 1=0$. Because $1\neq0$ in a nontrivial algebra, $f=0$, and both norms vanish.

The decisive Mathlib lemma is `CStarRing.norm_self_mul_star`, the C\*-identity in the form $\|xx^*\|=\|x\|\,\|x\|$. The proof uses it twice, at different levels. With $x=n$ it relates $\|n^2\|$ to $\|n\|$, once `hstar` has replaced $n^*$ by $n$. With $x=c(f)$ it relates $\|n\|$ to $\|c(f)\|$. An algebraic identity thereby fixes a norm without any state vector or matrix representation.

The physical example of such a norm is the operator norm on Hilbert space. The assumptions `NormedRing A` and `CStarRing A` do not include completeness, so the theorem is slightly more general than one about C\*-algebras.

```lean
section Norm

variable {ι A : Type*} [Fintype ι] [DecidableEq ι] [NormedRing A] [StarRing A]
  [CStarRing A] [NormedAlgebra ℂ A] [StarModule ℂ A] [Nontrivial A]

/-- In a nontrivial complex normed star algebra with the C*-identity, the CAR force the
norm of `c(f)` to equal the Euclidean norm of the orbital `f`. -/
theorem norm_create {a : ι → A} (h : IsCAR a) (f : EuclideanSpace ℂ ι) :
    ‖create a f‖ = ‖f‖ := by
  by_cases hc : create a f = 0
  · -- a vanishing creator has a vanishing anticommutator, so the orbital is zero
    have h1 := annihilate_create_anticommutator h f f
    rw [hc, mul_zero, zero_mul, add_zero] at h1
    have h2 : inner ℂ f f = (0 : ℂ) :=
      (smul_eq_zero.mp h1.symm).resolve_right one_ne_zero
    have h3 : f = 0 := inner_self_eq_zero.mp h2
    rw [hc, h3, norm_zero, norm_zero]
  · -- the C*-identity, applied to the self-adjoint occupation operator
    have hstar : star (create a f * star (create a f))
        = create a f * star (create a f) := by
      rw [star_mul, star_star]
    have h1 := CStarRing.norm_self_mul_star (x := create a f * star (create a f))
    rw [hstar, occupation_sq h f, norm_smul, CStarRing.norm_self_mul_star] at h1
    have hs : ‖((‖f‖ : ℂ) ^ 2)‖ = ‖f‖ ^ 2 := by
      rw [norm_pow, Complex.norm_real, norm_norm]
    rw [hs] at h1
    have hne : ‖create a f‖ * ‖create a f‖ ≠ 0 :=
      mul_ne_zero (norm_ne_zero_iff.mpr hc) (norm_ne_zero_iff.mpr hc)
    have h2 := mul_right_cancel₀ hne h1
    rw [← pow_two] at h2
    exact ((sq_eq_sq₀ (norm_nonneg _) (norm_nonneg _)).mp h2).symm
```

## (f) Replacing one orbital by another

**Task.** Show that an error in the orbital passes unchanged to its creator:

$$\|c(f)-c(g)\|=\|f-g\| .$$

**Solution.** The map $f\mapsto c(f)$ is linear, so $c(f)-c(g)=c(f-g)$. Apply (e) to $f-g$. Lean states this as `Isometry (create a)`; `hsub` is the linearity step.

In an electronic-structure calculation with a finite orthonormal basis, $f$ is a column of the molecular-orbital coefficient matrix. Coefficients that refer to overlapping atomic orbitals must be converted to an orthonormal basis before these results apply. For orthonormal columns, (a) and (c) give the new operators the same CAR as the old ones, so the same algebraic rules apply to them. If the columns also form a full basis, the old operators are combinations of the new ones, and the Hamiltonian can be rewritten in molecular orbitals.

Suppose now that a localised orbital is truncated, without renormalisation, and that the squared moduli of the dropped coefficients sum to $10^{-4}$. The creator then changes by exactly $10^{-2}$ in operator norm. Acting on any normalised many-electron state, the two creators give vectors at most $10^{-2}$ apart.

```lean
/-- In a nontrivial complex normed star algebra with the C*-identity, and under the CAR, the
distance between two creation operators is the distance between their orbitals. -/
theorem create_isometry {a : ι → A} (h : IsCAR a) : Isometry (create a) := by
  refine Isometry.of_dist_eq fun f g => ?_
  have hsub : create a f - create a g = create a (f - g) := by
    simp [create, sub_smul, Finset.sum_sub_distrib]
  rw [dist_eq_norm, dist_eq_norm, hsub, norm_create h]

end Norm
```

## (g) Two modes as matrices

In the occupation basis $|00\rangle,|01\rangle,|10\rangle,|11\rangle$, take the following two matrices as $a_0$ and $a_1$.

```lean
/-- The Jordan–Wigner matrices of two fermionic modes, in the occupation basis
`|00⟩, |01⟩, |10⟩, |11⟩`. -/
def jordanWigner : Fin 2 → Matrix (Fin 4) (Fin 4) ℂ :=
  ![!![0, 0, 1, 0; 0, 0, 0, 1; 0, 0, 0, 0; 0, 0, 0, 0],
    !![0, 1, 0, 0; 0, 0, 0, 0; 0, 0, 0, -1; 0, 0, 0, 0]]
```

**Task.** Show that they satisfy the CAR: for $p,q\in\{0,1\}$,

$$\{a_p,a_q\}=0,\qquad \{a_p,a_q^*\}=\delta_{pq}1,\qquad\text{where } \{x,y\}=xy+yx .$$

**Solution.** The nonzero actions are

$$a_0|10\rangle=|00\rangle,\quad a_0|11\rangle=|01\rangle,\quad a_1|01\rangle=|00\rangle,\quad a_1|11\rangle=-|10\rangle .$$

- Each matrix squares to zero. The products $a_0a_1$ and $a_1a_0$ act only on $|11\rangle$, giving $-|00\rangle$ and $+|00\rangle$, which cancel.
- For each $p$, $a_pa_p^*$ projects on the states with mode $p$ empty and $a_p^*a_p$ on those with it filled, so their sum is 1.
- The products $a_0a_1^*$ and $a_1^*a_0$ act only on $|10\rangle$, giving $-|01\rangle$ and $+|01\rangle$. They cancel, and the adjoint of this relation settles the remaining pair.

The minus sign in $a_1$ is the Jordan–Wigner sign for passing the filled mode 0. Lean writes out the adjoint matrices in `hs`, then splits into modes and matrix entries with `fin_cases` and evaluates each entry with `simp`. The theorem shows that `IsCAR` is satisfiable for two modes; it concerns the relations alone and puts no norm on the matrices.

```lean
set_option maxHeartbeats 400000 in
/-- The two Jordan–Wigner matrices satisfy the CAR. -/
theorem isCAR_witness : IsCAR jordanWigner := by
  constructor
  · intro p q
    fin_cases p <;> fin_cases q <;> ext i j <;> fin_cases i <;> fin_cases j <;>
      simp [jordanWigner]
  · -- the creation matrices, written out
    have hs : ∀ q, star (jordanWigner q) =
        (![!![0, 0, 0, 0; 0, 0, 0, 0; 1, 0, 0, 0; 0, 1, 0, 0],
          !![0, 0, 0, 0; 1, 0, 0, 0; 0, 0, 0, 0; 0, 0, -1, 0]] :
          Fin 2 → Matrix (Fin 4) (Fin 4) ℂ) q := by
      intro q
      fin_cases q <;> ext i j <;> fin_cases i <;> fin_cases j <;>
        simp [jordanWigner, Matrix.star_apply]
    intro p q
    rw [hs q]
    fin_cases p <;> fin_cases q <;> ext i j <;> fin_cases i <;> fin_cases j <;>
      simp [jordanWigner]

end SmearedFermionOperators
```

```lean
#print axioms SmearedFermionOperators.norm_create
#print axioms SmearedFermionOperators.create_isometry
```

```
'SmearedFermionOperators.norm_create' depends on axioms: [propext, Classical.choice, Quot.sound]
'SmearedFermionOperators.create_isometry' depends on axioms: [propext, Classical.choice, Quot.sound]
```
